# No convergent integral of Gaussians with bounded exponents equals r^(γ−1), γ < 1, on an interval 0 < r < δ

For real γ < 1 the radial function r^(γ−1) grows without bound as r → 0. The theorem `unbounded_exponents_needed` says that it cannot equal ∫ w(a) exp(−a r²) da, taken over 0 < a ≤ A, throughout an interval 0 < r < δ, whatever the real number A and the real weight w, if the integral is to converge absolutely at each such r. The weight may take either sign, and no normalisation is assumed. The attempt takes convergence at r = δ/2 and multiplies by exp(a(δ/2)²), which is continuous on the compact interval [0, A], to show that w itself is integrable. The superposition is then bounded, so its ratio to r^(γ−1) tends to 0 as r → 0 from above, whereas the supposed equality makes the limit 1.

The failing Lean file:

```lean
import Mathlib

open MeasureTheory Set Filter
open scoped Topology

namespace DiracGaussianCutoff

noncomputable section

/-- Superposition of the Gaussians `exp (-a r²)` with weight `w a` and exponents
`0 < a ≤ A`. -/
def superpose (w : ℝ → ℝ) (A r : ℝ) : ℝ :=
  ∫ a in Ioc 0 A, w a * Real.exp (-a * r ^ 2)

/-- An integrable weight on the exponents up to `A` gives a convergent superposition at every
radius, bounded by the integral of the absolute weight. -/
theorem superpose_bound {w : ℝ → ℝ} {A : ℝ} (hw : IntegrableOn w (Ioc 0 A)) (r : ℝ) :
    IntegrableOn (fun a => w a * Real.exp (-a * r ^ 2)) (Ioc 0 A) ∧
      |superpose w A r| ≤ ∫ a in Ioc 0 A, |w a| := by
  -- each Gaussian is at most one
  have hle : ∀ a ∈ Ioc 0 A, |w a * Real.exp (-a * r ^ 2)| ≤ |w a| := by
    intro a ha
    rw [abs_mul, abs_of_pos (Real.exp_pos _)]
    exact mul_le_of_le_one_right (abs_nonneg _)
      (Real.exp_le_one_iff.mpr (by nlinarith [mul_nonneg ha.1.le (sq_nonneg r)]))
  have hc : Continuous (fun a : ℝ => Real.exp (-a * r ^ 2)) := by fun_prop
  have hi : IntegrableOn (fun a => w a * Real.exp (-a * r ^ 2)) (Ioc 0 A) := by
    refine Integrable.mono hw (hw.aestronglyMeasurable.mul hc.aestronglyMeasurable) ?_
    exact (ae_restrict_iff' measurableSet_Ioc).mpr (Eventually.of_forall hle)
  refine ⟨hi, ?_⟩
  calc |superpose w A r| ≤ ∫ a in Ioc 0 A, |w a * Real.exp (-a * r ^ 2)| :=
        abs_integral_le_integral_abs
    _ ≤ ∫ a in Ioc 0 A, |w a| :=
        setIntegral_mono_on (Integrable.abs hi) (Integrable.abs hw) measurableSet_Ioc hle

/-- The ratio of a bounded radial function to `r^(γ-1)`, `γ < 1`, tends to zero at the
nucleus. -/
theorem bounded_ratio {f : ℝ → ℝ} {C γ : ℝ} (hγ : γ < 1) (hf : ∀ r, 0 < r → |f r| ≤ C) :
    Tendsto (fun r => f r / r ^ (γ - 1)) (𝓝[>] 0) (𝓝 0) := by
  have h0 : Tendsto (fun r : ℝ => C * r ^ (1 - γ)) (𝓝[>] 0) (𝓝 0) := by
    have h := ((Real.continuousAt_rpow_const 0 (1 - γ)
      (Or.inr (by linarith))).tendsto.mono_left
        (nhdsWithin_le_nhds (s := Ioi (0 : ℝ)))).const_mul C
    simp only [Real.zero_rpow (sub_pos.2 hγ).ne', mul_zero] at h
    exact h
  refine squeeze_zero_norm' ?_ h0
  filter_upwards [self_mem_nhdsWithin] with r hr
  have hr' : 0 < r := hr
  have e : f r / r ^ (γ - 1) = f r * r ^ (1 - γ) := by
    rw [div_eq_mul_inv, ← Real.rpow_neg hr'.le, neg_sub]
  rw [e, Real.norm_eq_abs, abs_mul, abs_of_pos (Real.rpow_pos_of_pos hr' _)]
  exact mul_le_mul_of_nonneg_right (hf r hr') (Real.rpow_pos_of_pos hr' _).le

/-- No real weight on a bounded range of exponents gives a convergent Gaussian superposition
equal to `r^(γ-1)` on an interval `0 < r < δ`. -/
theorem unbounded_exponents_needed {γ δ : ℝ} (hγ : γ < 1) (hδ : 0 < δ) :
    ¬ ∃ (A : ℝ) (w : ℝ → ℝ), ∀ r ∈ Ioo 0 δ,
      IntegrableOn (fun a => w a * Real.exp (-a * r ^ 2)) (Ioc 0 A) ∧
        superpose w A r = r ^ (γ - 1) := by
  rintro ⟨A, w, h⟩
  -- convergence at one radius already makes the weight integrable
  have hK := integrableOn_Icc_iff_integrableOn_Ioc.2
    (h (δ / 2) ⟨by linarith, by linarith⟩).1
  have hc : ContinuousOn (fun a : ℝ => Real.exp (a * (δ / 2) ^ 2)) (Icc 0 A) := by fun_prop
  have hw : IntegrableOn w (Ioc 0 A) := by
    refine ((hK.mul_continuousOn hc isCompact_Icc).mono_set Ioc_subset_Icc_self).congr_fun
      (fun a _ => ?_) measurableSet_Ioc
    change w a * Real.exp (-a * (δ / 2) ^ 2) * Real.exp (a * (δ / 2) ^ 2) = w a
    rw [mul_assoc, ← Real.exp_add,
      show -a * (δ / 2) ^ 2 + a * (δ / 2) ^ 2 = 0 by ring, Real.exp_zero, mul_one]
  -- the ratio would tend both to zero and to one
  have h0 := bounded_ratio (f := superpose w A) hγ (fun r _ => (superpose_bound hw r).2)
  have h1 : Tendsto (fun r => superpose w A r / r ^ (γ - 1)) (𝓝[>] 0) (𝓝 1) := by
    refine tendsto_const_nhds.congr' ?_
    filter_upwards [Ioo_mem_nhdsGT hδ] with r hr
    rw [(h r hr).2, div_self (Real.rpow_pos_of_pos hr.1 _).ne']
  exact zero_ne_one (tendsto_nhds_unique h0 h1)

end

end DiracGaussianCutoff
```

Compiling this gives:

```
Main.lean:62:13: error: Invalid projection: Projections cannot be used on functions, and
  @integrableOn_Icc_iff_integrableOn_Ioc ?m.114 ?m.115 ?m.116 ?m.117 ?m.118 ?m.119 ?m.120 ?m.121 ?m.122 ?m.123 ?m.124
    ?m.125 ?m.126
has function type
  autoParam (‖?m.122 ?m.124‖ₑ ≠ ⊤) integrableOn_Icc_iff_integrableOn_Ioc._auto_1 →
    (IntegrableOn ?m.122 (Icc ?m.124 ?m.125) ?m.123 ↔ IntegrableOn ?m.122 (Ioc ?m.124 ?m.125) ?m.123)
Main.lean:59:41: error: unsolved goals
γ δ : ℝ
hγ : γ < 1
hδ : 0 < δ
A : ℝ
w : ℝ → ℝ
h : ∀ r ∈ Ioo 0 δ, IntegrableOn (fun a => w a * Real.exp (-a * r ^ 2)) (Ioc 0 A) volume ∧ superpose w A r = r ^ (γ - 1)
⊢ False
```

What went wrong. The first error concerns `.2` in `integrableOn_Icc_iff_integrableOn_Ioc.2`. This lemma is an equivalence only after a further argument, that the function's value at the left endpoint has finite norm (`‖?m.122 ?m.124‖ₑ ≠ ⊤`). The argument is an `autoParam`, which Lean can try to prove by itself, but here it was still unfilled when `.2` was applied. Lean therefore saw a function, not an `↔`, and a function has no projections.

The second error, `unsolved goals` with `⊢ False`, follows from the first: the proof stopped at `hK`, and the goal left after `rintro` was reported as open.

The repair does without the equivalence. `Ioc_ae_eq_Icc` says that the intervals without and with the left endpoint agree up to a set of measure zero, and `hI.congr_set_ae` uses this, reversed by `.symm`, to carry integrability from `Ioc 0 A` to `Icc 0 A`. No condition on the endpoint value is needed. Naming `hI` separately is mere tidying, and the stated type of `hK` spells out the function and interval wanted.

Fix (accepted with no message):

```diff
@@ -60,6 +60,7 @@
   rintro ⟨A, w, h⟩
   -- convergence at one radius already makes the weight integrable
-  have hK := integrableOn_Icc_iff_integrableOn_Ioc.2
-    (h (δ / 2) ⟨by linarith, by linarith⟩).1
+  have hI := (h (δ / 2) ⟨by linarith, by linarith⟩).1
+  have hK : IntegrableOn (fun a => w a * Real.exp (-a * (δ / 2) ^ 2)) (Icc 0 A) :=
+    hI.congr_set_ae Ioc_ae_eq_Icc.symm
   have hc : ContinuousOn (fun a : ℝ => Real.exp (a * (δ / 2) ^ 2)) (Icc 0 A) := by fun_prop
   have hw : IntegrableOn w (Ioc 0 A) := by
```
